# The least number of neighbour swaps that reverses a line of N spins with d ≥ 2 levels is N(N−1)/2

I have a row of N spin qubits in which only adjacent spins can be exchanged, and at one point in my circuit I need the whole register in reverse order. Carrying the last spin to the front takes N−1 swaps, carrying the next one to second place takes N−2, and so on, which adds up to N(N−1)/2. If distant spins could be swapped directly, about N/2 swaps would do, so the quadratic number looks wasteful. Could a cleverer sequence, perhaps one that moves some spins the wrong way for a while, get by with fewer? And does it help that I only need the right operator on the quantum state, up to a global phase?

## Every pair of spins has to cross

No to both, as long as the circuit consists of neighbour swaps only. Reversal changes the order of every pair of spins, and one neighbour swap changes the order of just one pair.

Number the sites 0, …, N−1. Let σ be a permutation of the sites (not a Pauli matrix), which sends the spin at site a to site σ(a). Its inversion count I(σ) is the number of pairs a < b with σ(b) < σ(a). Write (i j) for the swap of neighbouring sites i and j = i+1, and read products from right to left, so that σ·(i j) swaps first and then applies σ.

**One swap changes the count by one.** Suppose σ(i) < σ(j). The swap (i j) keeps the order of every pair of sites except the pair i, j. It therefore matches the inverted pairs of σ one to one with the inverted pairs of σ·(i j) other than (i, j). The pair (i, j) was in order under σ and is inverted under σ·(i j), so

I(σ·(i j)) = I(σ) + 1.

If instead σ(j) < σ(i), apply this to σ·(i j). Swapping twice does nothing, so

I(σ·(i j)) = I(σ) − 1.

**Lower bound.** The identity has no inversions. A product of m neighbour swaps is built from it in m steps, each of which adds at most one inversion, so I(σ) ≤ m. A move the wrong way lowers the count, and another swap has to make up for it.

**A sequence that reaches the bound.** Suppose no neighbouring pair is inverted. Then σ is increasing, so σ(x) ≥ x for every site x. The inverse of σ is increasing too, which gives σ(x) ≤ x, and σ is the identity. Any other permutation thus has an inverted neighbouring pair, and swapping it removes one inversion. After I(σ) such swaps the identity is left, and the same swaps in the opposite order multiply to σ.

**Reversal.** For r(a) = N−1−a every pair a < b is inverted. Site b has b sites before it, so

I(r) = 0 + 1 + … + (N−1) = N(N−1)/2.

For N = 3 the three swaps (0 1)·(1 2)·(0 1) do it.

**From site labels to quantum states.** Let ψ(s) be the amplitude of the configuration s, which gives each site one of d levels. The permutation acts by

(P_σ ψ)(s) = ψ(s∘σ), with P_σ P_τ = P_{στ}.

If σ and τ differ at site i, take ψ(t) = 1 when t(i) = 1 and 0 otherwise, and let s have level 1 at site σ(i) and level 0 elsewhere. Then (P_σ ψ)(s) = 1 but (P_τ ψ)(s) = 0, so the operators differ. (Normalised, ψ has amplitude d^(−(N−1)/2) in place of 1.)

A phase does not help either. Every P_σ leaves the uniform state alone, whose normalised amplitudes are all d^(−N/2). If a product of swaps equals c·P_σ, applying both sides to that state gives c = 1.

## What the Lean theorems say about the register

The main theorem, `reversal_swap_cost`, considers all numbers m for which some list `L` of m neighbour swaps has an operator product equal to the reversal operator. `IsLeast` says that N(N−1)/2 is one of these numbers and that none of them is smaller.

- `Fin N` is the line of sites, numbered from 0, and `Equiv.Perm (Fin N)` holds its permutations. `Fin.revPerm` is the reversal r.
- `IsNeighbourSwap` says that a permutation exchanges sites i and i+1. The ends of the line are not joined into a ring.
- `(Fin N → Fin d) → ℂ` is the space of wavefunctions ψ, without a normalisation condition. A spin of quantum number S has d = 2S+1.
- `siteOp d σ` is P_σ. The last gate in a list acts first on the state.
- `inversions σ` is I(σ).

The formula also holds for N = 0 and N = 1, where the cost is zero.

Two further theorems are more general. `swap_cost_eq_inversions` gives the least number of swaps for any permutation of the sites. `inversions_le_gate_count` gives the lower bound for any permutation of the spins, with the target operator multiplied by a complex number `c`. This factor stands for a global phase, such as exchange pulses between neighbouring spins may leave behind.

The condition d ≥ 2 matters already for two sites. With d = 1 there is a single configuration, every P_σ is the identity, and the empty network reverses the register, whereas the formula gives 1.

```lean
import Mathlib

open Finset

namespace SwapNetworkReversal

noncomputable section

variable {N : ℕ}

/-- A nearest-neighbour swap exchanges two adjacent sites `i` and `i + 1` of the line. -/
def IsNeighbourSwap (τ : Equiv.Perm (Fin N)) : Prop :=
  ∃ i j : Fin N, (j : ℕ) = i + 1 ∧ τ = Equiv.swap i j

/-- The number of pairs of sites whose order is reversed by the permutation `σ`. -/
def inversions (σ : Equiv.Perm (Fin N)) : ℕ :=
  (univ.filter fun p : Fin N × Fin N => p.1 < p.2 ∧ σ p.2 < σ p.1).card

/-- The operator on wavefunctions of `N` spins with `d` levels each that permutes the spins
according to a permutation of the sites. -/
def siteOp (d : ℕ) : Equiv.Perm (Fin N) →* Module.End ℂ ((Fin N → Fin d) → ℂ) where
  toFun σ :=
    { toFun := fun ψ s => ψ (s ∘ σ)
      map_add' := fun _ _ => rfl
      map_smul' := fun _ _ => rfl }
  map_one' := LinearMap.ext fun _ => rfl
  map_mul' _ _ := LinearMap.ext fun _ => rfl

/-- A swap of neighbouring sites `i` and `j = i + 1` keeps the order of every pair of sites
other than the pair `i`, `j` itself. -/
theorem swap_lt_swap {i j a b : Fin N} (hij : (j : ℕ) = i + 1) (hab : a < b)
    (hp : ¬(a = i ∧ b = j)) : Equiv.swap i j a < Equiv.swap i j b := by
  rw [Equiv.swap_apply_def, Equiv.swap_apply_def]
  split_ifs <;> simp only [Fin.ext_iff, Fin.lt_def] at * <;> omega

/-- If `σ` keeps the order of the neighbouring sites `i` and `j = i + 1`, then swapping them
first creates exactly one more inversion. -/
theorem inversions_mul_swap {σ : Equiv.Perm (Fin N)} {i j : Fin N}
    (hij : (j : ℕ) = i + 1) (h : σ i < σ j) :
    inversions (σ * Equiv.swap i j) = inversions σ + 1 := by
  have hlt : i < j := by
    rw [Fin.lt_def]
    omega
  -- apart from the pair (i, j), the swap only relabels the inverted pairs
  have key : ∀ a b : Fin N,
      (a < b ∧ σ (Equiv.swap i j b) < σ (Equiv.swap i j a)) ↔
      ((a = i ∧ b = j) ∨ (Equiv.swap i j a < Equiv.swap i j b ∧
        σ (Equiv.swap i j b) < σ (Equiv.swap i j a))) := by
    intro a b
    constructor
    · rintro ⟨hab, hs⟩
      by_cases hp : a = i ∧ b = j
      · exact Or.inl hp
      · exact Or.inr ⟨swap_lt_swap hij hab hp, hs⟩
    · rintro (⟨ha, hb⟩ | ⟨hab, hs⟩)
      · rw [ha, hb, Equiv.swap_apply_left, Equiv.swap_apply_right]
        exact ⟨hlt, h⟩
      · refine ⟨?_, hs⟩
        have hp : ¬(Equiv.swap i j a = i ∧ Equiv.swap i j b = j) := by
          rintro ⟨ha, hb⟩
          rw [ha, hb] at hs
          exact lt_asymm h hs
        simpa using swap_lt_swap hij hab hp
  have hset : (univ.filter fun p : Fin N × Fin N =>
        p.1 < p.2 ∧ (σ * Equiv.swap i j) p.2 < (σ * Equiv.swap i j) p.1) =
      insert (i, j) ((univ.filter fun p : Fin N × Fin N => p.1 < p.2 ∧ σ p.2 < σ p.1).map
        (Equiv.prodCongr (Equiv.swap i j) (Equiv.swap i j)).toEmbedding) := by
    ext ⟨a, b⟩
    simp only [mem_insert, mem_map_equiv, mem_filter, mem_univ, true_and, Prod.mk.injEq]
    exact key a b
  unfold inversions
  rw [hset, card_insert_of_notMem, card_map]
  rw [mem_map_equiv, mem_filter]
  rintro ⟨_, h1, _⟩
  have h2 : Equiv.swap i j i < Equiv.swap i j j := h1
  rw [Equiv.swap_apply_left, Equiv.swap_apply_right] at h2
  exact lt_asymm hlt h2

/-- If `σ` reverses the order of the neighbouring sites `i` and `j = i + 1`, then swapping them
first removes exactly one inversion. -/
theorem inversions_of_descent {σ : Equiv.Perm (Fin N)} {i j : Fin N}
    (hij : (j : ℕ) = i + 1) (h : σ j < σ i) :
    inversions σ = inversions (σ * Equiv.swap i j) + 1 := by
  have h1 := inversions_mul_swap (σ := σ * Equiv.swap i j) hij (by simpa using h)
  rwa [mul_assoc, Equiv.swap_mul_self, mul_one] at h1

/-- The identity permutation has no inversions. -/
theorem inversions_one : inversions (1 : Equiv.Perm (Fin N)) = 0 :=
  card_eq_zero.mpr (filter_eq_empty_iff.mpr fun _ _ h => lt_asymm h.1 h.2)

/-- Every permutation of the line other than the identity reverses the order of some pair of
neighbouring sites. -/
theorem exists_descent {σ : Equiv.Perm (Fin N)} (hσ : σ ≠ 1) :
    ∃ i j : Fin N, (j : ℕ) = i + 1 ∧ σ j < σ i := by
  by_contra hno
  apply hσ
  cases N with
  | zero => exact Subsingleton.elim _ _
  | succ n =>
    -- without such a pair the permutation is increasing, hence trivial
    have hmono : StrictMono σ := Fin.strictMono_iff_lt_succ.mpr fun k =>
      lt_of_le_of_ne (not_lt.mp fun hlt => hno ⟨k.castSucc, k.succ, by simp, hlt⟩)
        (σ.injective.ne fun e => by
          have := congrArg Fin.val e
          simp at this)
    -- an increasing map never moves a site down; apply this to σ and to its inverse
    have hle : ∀ f : Fin (n + 1) → Fin (n + 1), StrictMono f → ∀ x, x ≤ f x := by
      intro f hf x
      induction x using Fin.induction with
      | zero => exact Fin.zero_le _
      | succ k ih =>
        have h1 : (k : ℕ) ≤ f k.castSucc := ih
        have h2 : (f k.castSucc : ℕ) < f k.succ := hf (by
          rw [Fin.lt_def]
          simp)
        change (k : ℕ) + 1 ≤ f k.succ
        omega
    have hsymm : StrictMono σ.symm := fun a b hab => hmono.lt_iff_lt.mp (by
      rwa [Equiv.apply_symm_apply, Equiv.apply_symm_apply])
    refine Equiv.ext fun x => le_antisymm ?_ (hle σ hmono x)
    have h3 := hle σ.symm hsymm (σ x)
    rwa [Equiv.symm_apply_apply] at h3

/-- The least number of nearest-neighbour swaps whose product is a given permutation of the
sites equals its number of inversions. -/
theorem swap_cost_eq_inversions (σ : Equiv.Perm (Fin N)) :
    IsLeast {m | ∃ L : List (Equiv.Perm (Fin N)),
      (∀ τ ∈ L, IsNeighbourSwap τ) ∧ L.prod = σ ∧ L.length = m} (inversions σ) := by
  constructor
  · -- remove one disordered neighbouring pair at a time
    suffices H : ∀ (m : ℕ) (σ : Equiv.Perm (Fin N)), inversions σ = m →
        ∃ L : List (Equiv.Perm (Fin N)),
          (∀ τ ∈ L, IsNeighbourSwap τ) ∧ L.prod = σ ∧ L.length = m from H _ σ rfl
    intro m
    induction m with
    | zero =>
      intro σ hm
      by_cases hσ : σ = 1
      · exact ⟨[], by simp, by simp [hσ], rfl⟩
      · obtain ⟨i, j, hij, h⟩ := exists_descent hσ
        have := inversions_of_descent hij h
        omega
    | succ m ih =>
      intro σ hm
      have hσ : σ ≠ 1 := by
        rintro rfl
        rw [inversions_one] at hm
        omega
      obtain ⟨i, j, hij, h⟩ := exists_descent hσ
      have hd := inversions_of_descent hij h
      obtain ⟨L, hL, hprod, hlen⟩ := ih (σ * Equiv.swap i j) (by omega)
      refine ⟨L ++ [Equiv.swap i j], ?_, ?_, by simp [hlen]⟩
      · intro τ hτ
        rcases List.mem_append.mp hτ with h1 | h1
        · exact hL τ h1
        · exact ⟨i, j, hij, List.mem_singleton.mp h1⟩
      · rw [List.prod_append, List.prod_singleton, hprod, mul_assoc,
          Equiv.swap_mul_self, mul_one]
  · -- each swap creates at most one inversion
    rintro m ⟨L, hL, rfl, rfl⟩
    induction L using List.reverseRecOn with
    | nil => simp [inversions_one]
    | append_singleton L τ ih =>
      have h1 := ih fun τ' h' => hL τ' (List.mem_append_left _ h')
      obtain ⟨i, j, hij, rfl⟩ := hL τ (by simp)
      rw [List.prod_append, List.prod_singleton, List.length_append, List.length_singleton]
      have hne : L.prod i ≠ L.prod j := L.prod.injective.ne fun e => by
        rw [e] at hij
        omega
      rcases lt_or_gt_of_ne hne with h | h
      · have := inversions_mul_swap hij h
        omega
      · have := inversions_of_descent hij h
        omega

/-- Reversing the order of all `N` sites inverts `N (N - 1) / 2` pairs. -/
theorem inversions_reversal : inversions (Fin.revPerm : Equiv.Perm (Fin N)) = N * (N - 1) / 2 := by
  have h : inversions (Fin.revPerm : Equiv.Perm (Fin N)) = ∑ b : Fin N, (b : ℕ) := by
    unfold inversions
    rw [card_filter, Fintype.sum_prod_type_right]
    refine sum_congr rfl fun b _ => ?_
    rw [← card_filter, ← Fin.card_Iio b]
    congr 1
    ext a
    simp
  exact h.trans ((Fin.sum_univ_eq_sum_range (fun k => k) N).trans (sum_range_id N))

/-- For spins with at least two levels, different permutations of the sites act as different
operators on the register. -/
theorem siteOp_injective {d : ℕ} (hd : 2 ≤ d) :
    Function.Injective (siteOp d : Equiv.Perm (Fin N) → _) := by
  intro σ τ h
  ext1 i
  by_contra hne
  let z : Fin d := ⟨0, by omega⟩
  let o : Fin d := ⟨1, by omega⟩
  have hzo : z ≠ o := fun e => absurd (congrArg Fin.val e) zero_ne_one
  -- probe with a single excited spin at site σ i
  have h1 : (if (if σ i = σ i then o else z) = o then (1 : ℂ) else 0) =
      (if (if τ i = σ i then o else z) = o then (1 : ℂ) else 0) :=
    congrFun (LinearMap.congr_fun h (fun t => if t i = o then 1 else 0))
      (fun x => if x = σ i then o else z)
  simp [Ne.symm hne, hzo] at h1

/-- For spins with at least two levels, a network of nearest-neighbour swaps that permutes the
spins by `σ`, up to a scalar factor `c`, has at least as many gates as `σ` has inversions. -/
theorem inversions_le_gate_count {d : ℕ} (hd : 2 ≤ d) {σ : Equiv.Perm (Fin N)} {c : ℂ}
    {L : List (Equiv.Perm (Fin N))} (hL : ∀ τ ∈ L, IsNeighbourSwap τ)
    (h : (L.map (siteOp d)).prod = c • siteOp d σ) : inversions σ ≤ L.length := by
  rw [← map_list_prod] at h
  -- the uniform wavefunction is left alone by all permutations, which fixes c = 1
  have hc : (1 : ℂ) = c * 1 :=
    congrFun (LinearMap.congr_fun h (fun _ => 1)) (fun _ => ⟨0, by omega⟩)
  rw [mul_one] at hc
  rw [← hc, one_smul] at h
  exact (swap_cost_eq_inversions σ).2 ⟨L, hL, siteOp_injective hd h, rfl⟩

/-- On a line of `N` spins with at least two levels each, the least number of nearest-neighbour
swap gates whose product reverses the order of all spins is `N (N - 1) / 2`. -/
theorem reversal_swap_cost {d : ℕ} (hd : 2 ≤ d) :
    IsLeast {m | ∃ L : List (Equiv.Perm (Fin N)), (∀ τ ∈ L, IsNeighbourSwap τ) ∧
      (L.map (siteOp d)).prod = siteOp d Fin.revPerm ∧ L.length = m} (N * (N - 1) / 2) := by
  rw [← inversions_reversal]
  constructor
  · obtain ⟨L, hL, hprod, hlen⟩ := (swap_cost_eq_inversions (Fin.revPerm (n := N))).1
    exact ⟨L, hL, by rw [← map_list_prod, hprod], hlen⟩
  · rintro m ⟨L, hL, hprod, rfl⟩
    exact inversions_le_gate_count hd (c := 1) hL (by rw [hprod, one_smul])

end

end SwapNetworkReversal
```

```lean
#print axioms SwapNetworkReversal.reversal_swap_cost
```

```
'SwapNetworkReversal.reversal_swap_cost' depends on axioms: [propext, Classical.choice, Quot.sound]
```

## From crossing pairs to the gate count in Lean

`swap_lt_swap` is the statement that a neighbour swap keeps the order of every other pair. It splits into cases according to whether a and b equal i or j, and `omega` settles the resulting inequalities between integers.

`inversions_mul_swap` is the step that adds one inversion. The equivalence `key` describes the inverted pairs after the swap: each is either (i, j) itself or a relabelled old one. `hset` turns this into an equality of sets, the new set being the relabelled old set with (i, j) inserted. Relabelling keeps the number of elements, and the last lines check that (i, j) was not there already, so the count rises by exactly one. `inversions_of_descent` gets the opposite case by applying this result to σ·(i j).

`exists_descent` finds the inverted neighbouring pair. It assumes that there is none and derives `hmono`, that σ is increasing. The induction in `hle` shows that an increasing map never moves a site down, and its use for σ and for the inverse forces σ to be the identity.

`swap_cost_eq_inversions` has two halves. The first builds the network by induction on the inversion count: it removes one inverted neighbouring pair, takes the list for what remains, and appends the swap. The second proves the lower bound by induction on the list from its right-hand end, with `inversions_one` for the empty list. Each further swap falls under one of the two counting lemmas, depending on whether the pair is in order.

`inversions_reversal` counts, for each b, the sites before it, and sums. `siteOp_injective` uses the wavefunction and configuration given above to tell two permutations apart.

In `inversions_le_gate_count`, the product of gate operators is first rewritten as the operator of the product permutation. The uniform wavefunction, with all amplitudes 1, then gives c = 1, and injectivity brings the claim back to permutations. `reversal_swap_cost` combines this bound, at c = 1, with the network already built for r.

## What this means for your circuit

In quantum simulation on a linear chain of qubits, a full reversal brings every pair of qubits next to each other at some moment, and N(N−1)/2 is its cost in swaps when the network contains no other gates. The step from the model to your device is the assumption that each gate is a pure swap, up to a phase that is the same for all configurations. The theorems give no bound for circuits that mix in other two-qubit gates, nor for fermionic swaps, whose sign depends on the occupations.

The number counts gates, not time. Swaps on disjoint pairs can run in parallel where the hardware allows it, so the duration need not grow as fast as the gate count.
